# The determinant of an invertible real matrix after adding an outer product

Let `A` be a real square matrix of finite size with inverse `B`, and let `u` and `v` be any real vectors, not necessarily normalised. The lemma says that adding the outer product u vᵀ to `A` multiplies its determinant by 1 + v · (B u). If `A` holds the values of real orbitals at the electrons' positions, this factor is the ratio of the new Slater determinant to the old, though the statement itself is only about matrices. The proof takes `A` out as a left factor, leaving the determinant of the identity plus a column times a row. Exchanging column and row turns this into the determinant of a 1 by 1 matrix, which is just its entry.

This version doesn't compile in Lean 4 with Mathlib:

```lean
import Mathlib

open Matrix
open scoped Kronecker

namespace DetAddVecMulVec

noncomputable section

variable {n : Type*}

variable [Fintype n]

variable [DecidableEq n]

/-- Matrix determinant lemma: adding `u vᵀ` to a matrix `A` with inverse `B` multiplies its
determinant by `1 + v · B u`. -/
theorem det_add_vecMulVec (A B : Matrix n n ℝ) (h : A * B = 1) (u v : n → ℝ) :
    (A + vecMulVec u v).det = A.det * (1 + v ⬝ᵥ (B *ᵥ u)) := by
  have h1 : A * vecMulVec (B *ᵥ u) v = vecMulVec (A *ᵥ (B *ᵥ u)) v := by
    ext i j
    simp only [Matrix.mul_apply, Matrix.vecMulVec_apply, Matrix.mulVec, dotProduct,
      Finset.sum_mul, mul_assoc]
  have h2 : A + vecMulVec u v = A * (1 + vecMulVec (B *ᵥ u) v) := by
    rw [mul_add, mul_one, h1, Matrix.mulVec_mulVec, h, Matrix.one_mulVec]
  -- a column times a row: exchange the factors to reach a 1 by 1 determinant
  have h3 : vecMulVec (B *ᵥ u) v =
      (Matrix.of fun i (_ : Unit) => (B *ᵥ u) i) * (Matrix.of fun (_ : Unit) j => v j) := by
    ext i j
    simp [Matrix.mul_apply, Matrix.vecMulVec_apply]
  rw [h2, Matrix.det_mul, h3, Matrix.det_one_add_mul_comm, Matrix.det_unique]
  simp [Matrix.mul_apply, dotProduct]

end

end DetAddVecMulVec
```

The error:

```
Main.lean:31:59: error(lean.synthInstanceFailed): failed to synthesize instance of type class
  Unique n

Hint: Type class instance resolution failures can be inspected with the `set_option trace.Meta.synthInstance true` command.
Main.lean:19:61: error: unsolved goals
n : Type u_1
inst✝¹ : Fintype n
inst✝ : DecidableEq n
A B : Matrix n n ℝ
h : A * B = 1
u v : n → ℝ
h1 : A * vecMulVec (B *ᵥ u) v = vecMulVec (A *ᵥ B *ᵥ u) v
h2 : A + vecMulVec u v = A * (1 + vecMulVec (B *ᵥ u) v)
h3 : vecMulVec (B *ᵥ u) v = (of fun i x => (B *ᵥ u) i) * of fun x j => v j
⊢ Unique n
```

Diagnosis. The first message says that Lean needed an instance of `Unique n`, that is, a proof that the index type `n` has exactly one element. The lemma `Matrix.det_unique` requires this of the matrix it is applied to, and it was meant for the 1 by 1 determinant, indexed by `Unit`.

By that point, however, the left side of the goal is `A.det` times the 1 by 1 determinant, and the right side contains `A.det` too. The bare `rw [Matrix.det_unique]` doesn't say which determinant is meant, and it matched `A.det`. Since `n` is an arbitrary finite type, the instance can't be found. The second message shows the same requirement, `Unique n`, left as an unsolved goal.

The repair ends the first `rw` before this step and uses `congr 1` to remove the common factor `A.det` from both sides. The only determinant left is then the one over `Unit`, so `rw [Matrix.det_unique]` finds the right target and its instance. The final `simp` is unchanged.

This version goes through:

```diff
@@ -29,5 +29,7 @@
     ext i j
     simp [Matrix.mul_apply, Matrix.vecMulVec_apply]
-  rw [h2, Matrix.det_mul, h3, Matrix.det_one_add_mul_comm, Matrix.det_unique]
+  rw [h2, Matrix.det_mul, h3, Matrix.det_one_add_mul_comm]
+  congr 1
+  rw [Matrix.det_unique]
   simp [Matrix.mul_apply, dotProduct]
 
```
